# When one added basis function leaves the lowest eigenvalue of a Hermitian matrix unchanged

## Lowest eigenvalue, excess energy and bordered matrix

Vectors are complex columns indexed by a finite type `n`, which labels an orthonormal basis. The inner product is ⟨x, y⟩ = Σᵢ xᵢ* yᵢ, conjugate-linear in the first argument and written `star x ⬝ᵥ y` in Lean. The product of a matrix and a vector is `*ᵥ`.

```lean
import Mathlib

open Matrix

namespace BorderedGroundEnergy

noncomputable section

variable {n : Type*} [Fintype n]
```

The lowest eigenvalue of H is the least real μ for which Hv = μv has a nonzero solution v. `IsLeast` requires that e belongs to this set and that no member lies below it.

```lean
/-- The real number `e` is the lowest eigenvalue of the matrix `H`. -/
def IsLowestEigenvalue (H : Matrix n n ℂ) (e : ℝ) : Prop :=
  IsLeast {μ : ℝ | ∃ v : n → ℂ, v ≠ 0 ∧ H *ᵥ v = (μ : ℂ) • v} e
```

For a real number e, the excess energy of a trial vector x is

X_H(x) = Re⟨x, (H − e)x⟩.

The vector need not be normalised. For x ≠ 0, X_H(x)/⟨x, x⟩ is the energy expectation value of the normalised state minus e, if H is Hermitian.

```lean
/-- The excess energy `Re ⟨x, (H - e) x⟩` of an unnormalised trial vector `x`. -/
def excess (H : Matrix n n ℂ) (e : ℝ) (x : n → ℂ) : ℝ :=
  (star x ⬝ᵥ (H *ᵥ x - (e : ℂ) • x)).re
```

Now add one basis function, orthonormal to the old ones. Its couplings to them form the column b, and its own energy is the real number d. The enlarged matrix is

B = ( A   b )
    ( b†  d ),

with index type `n ⊕ Unit`: the old labels and one new label. For a function that overlaps the old basis, this form of B applies after the function has been orthogonalised to that basis and normalised.

```lean
/-- The Hamiltonian matrix after one basis function is added, with couplings `b` to the
old basis and diagonal energy `d`. -/
def bordered (A : Matrix n n ℂ) (b : n → ℂ) (d : ℝ) : Matrix (n ⊕ Unit) (n ⊕ Unit) ℂ :=
  fromBlocks A (Matrix.of fun i _ => b i) (Matrix.of fun _ j => star (b j))
    (Matrix.of fun _ _ => (d : ℂ))
```

## The variational principle from an eigenbasis

For Hermitian A, Aᵢⱼ = (Aⱼᵢ)*. Exchanging the two sums in Σᵢⱼ yᵢ* Aᵢⱼ xⱼ, and using that e is real, gives

⟨y, (A − e)x⟩ = ⟨x, (A − e)y⟩*.

```lean
/-- For Hermitian `A`, the matrix elements of `A - e` obey `⟨y, (A - e) x⟩ = ⟨x, (A - e) y⟩*`. -/
theorem hermitian_swap {A : Matrix n n ℂ} (hA : A.IsHermitian) (e : ℝ) (y x : n → ℂ) :
    star y ⬝ᵥ (A *ᵥ x - (e : ℂ) • x) = star (star x ⬝ᵥ (A *ᵥ y - (e : ℂ) • y)) := by
  have key : star y ⬝ᵥ (A *ᵥ x) = star (star x ⬝ᵥ (A *ᵥ y)) := by
    simp only [dotProduct, mulVec, Finset.mul_sum, star_sum, star_mul', star_star,
      Pi.star_apply]
    refine Finset.sum_comm.trans
      (Finset.sum_congr rfl fun j _ => Finset.sum_congr rfl fun i _ => ?_)
    rw [hA.apply i j]
    ring
  have he : star (e : ℂ) = (e : ℂ) := Complex.conj_ofReal e
  rw [dotProduct_sub, dotProduct_sub, dotProduct_smul, dotProduct_smul, star_sub, key,
    smul_eq_mul, smul_eq_mul, star_mul', he, ← Matrix.star_dotProduct y x]
```

A Hermitian H has orthonormal eigenvectors uᵢ with real energies εᵢ, so that

x = Σᵢ ⟨uᵢ, x⟩ uᵢ,
(H − e) Σᵢ aᵢuᵢ = Σᵢ aᵢ(εᵢ − e)uᵢ.

The lemma takes the basis from Mathlib's spectral theorem and records these two facts.

```lean
/-- A Hermitian matrix has eigenvectors `u i` with real energies `ε i` in which every vector
can be expanded, and `H - e` multiplies the expansion coefficients by `ε i - e`. -/
theorem exists_energy_basis {H : Matrix n n ℂ} (hH : H.IsHermitian) :
    ∃ (u : n → n → ℂ) (ε : n → ℝ),
      (∀ i, u i ≠ 0 ∧ H *ᵥ u i = (ε i : ℂ) • u i) ∧
      (∀ x : n → ℂ, ∑ i, (star (u i) ⬝ᵥ x) • u i = x) ∧
      ∀ (e : ℝ) (a : n → ℂ), H *ᵥ (∑ i, a i • u i) - (e : ℂ) • (∑ i, a i • u i)
        = ∑ i, (a i * ((ε i : ℂ) - e)) • u i := by
  classical
  have hu : ∀ i, H *ᵥ (hH.eigenvectorBasis i).ofLp
      = (hH.eigenvalues i : ℂ) • (hH.eigenvectorBasis i).ofLp := by
    intro i
    refine (hH.mulVec_eigenvectorBasis i).trans ?_
    ext j
    simp only [Pi.smul_apply, Complex.real_smul, smul_eq_mul]
  refine ⟨fun i => (hH.eigenvectorBasis i).ofLp, hH.eigenvalues,
    fun i => ⟨fun h => ?_, hu i⟩, fun x => ?_, fun e a => ?_⟩
  · exact hH.eigenvectorBasis.orthonormal.ne_zero i (PiLp.ext fun j => congrFun h j)
  · have h := congrArg WithLp.ofLp (hH.eigenvectorBasis.sum_repr' (WithLp.toLp 2 x))
    simp only [WithLp.ofLp_sum, WithLp.ofLp_smul,
      EuclideanSpace.inner_eq_star_dotProduct] at h
    simpa only [dotProduct_comm] using h
  · have h : H *ᵥ (∑ i, a i • (hH.eigenvectorBasis i).ofLp)
        = ∑ i, H *ᵥ (a i • (hH.eigenvectorBasis i).ofLp) := map_sum H.mulVecLin _ _
    rw [h, Finset.smul_sum, ← Finset.sum_sub_distrib]
    refine Finset.sum_congr rfl fun i _ => ?_
    rw [mulVec_smul, hu i]
    module
```

Inserting the expansion into the excess energy gives

X_H(x) = Σᵢ (εᵢ − e)|⟨uᵢ, x⟩|².

If e is the lowest eigenvalue, every εᵢ − e is nonnegative, and so is the sum. Conversely, suppose that e is an eigenvalue and no excess is negative. If Hw = μw with w ≠ 0, then

0 ≤ X_H(w) = (μ − e)⟨w, w⟩,

and ⟨w, w⟩ > 0 forces μ ≥ e. The two halves of the proof follow these two arguments.

```lean
/-- Variational principle: `e` is the lowest eigenvalue of a Hermitian matrix exactly when it
is an eigenvalue and no trial vector has negative excess energy. -/
theorem lowest_iff {H : Matrix n n ℂ} (hH : H.IsHermitian) (e : ℝ) :
    IsLowestEigenvalue H e ↔
      (∃ v : n → ℂ, v ≠ 0 ∧ H *ᵥ v = (e : ℂ) • v) ∧ ∀ x, 0 ≤ excess H e x := by
  constructor
  · intro h
    obtain ⟨u, ε, hu, hx, hs⟩ := exists_energy_basis hH
    refine ⟨h.1, fun x => ?_⟩
    have hε : ∀ i, e ≤ ε i := fun i => h.2 ⟨u i, hu i⟩
    have h1 := hs e (fun i => star (u i) ⬝ᵥ x)
    simp only [hx] at h1
    -- the excess is a sum of populations weighted by `ε i - e`
    unfold excess
    rw [h1, dotProduct_sum, Complex.re_sum]
    refine Finset.sum_nonneg fun i _ => ?_
    rw [dotProduct_smul, Matrix.star_dotProduct x (u i), smul_eq_mul]
    generalize star (u i) ⬝ᵥ x = c
    have h2 : (c * ((ε i : ℂ) - e) * star c).re = (ε i - e) * Complex.normSq c := by
      simp [Complex.normSq_apply]
      ring
    rw [h2]
    exact mul_nonneg (sub_nonneg.2 (hε i)) (Complex.normSq_nonneg c)
  · rintro ⟨hv, hpos⟩
    refine ⟨hv, ?_⟩
    rintro μ ⟨w, hw, hμ⟩
    obtain ⟨j, hj⟩ := Function.ne_iff.1 hw
    have hn : (star w ⬝ᵥ w).re = ∑ i, Complex.normSq (w i) := by
      simp [dotProduct, Complex.normSq_apply]
    have hp : 0 < (star w ⬝ᵥ w).re := by
      rw [hn]
      exact Finset.sum_pos' (fun i _ => Complex.normSq_nonneg _)
        ⟨j, Finset.mem_univ j, Complex.normSq_pos.2 hj⟩
    have h := hpos w
    have h3 : excess H e w = (μ - e) * (star w ⬝ᵥ w).re := by
      unfold excess
      rw [hμ, ← sub_smul, dotProduct_smul, smul_eq_mul, ← Complex.ofReal_sub,
        Complex.re_ofReal_mul]
    rw [h3] at h
    by_contra hlt
    nlinarith [not_le.1 hlt]
```

## Excess energy in the enlarged basis

Write a vector of the enlarged basis as (x, t), with old part x and new amplitude t; in Lean this is `Sum.elim x (fun _ => t)`. Block multiplication gives

B(x, t) = (Ax + tb, ⟨b, x⟩ + dt).

```lean
/-- Action of the enlarged Hamiltonian on a vector with old part `x` and new amplitude `t`. -/
theorem bordered_mulVec (A : Matrix n n ℂ) (b x : n → ℂ) (d : ℝ) (t : ℂ) :
    bordered A b d *ᵥ Sum.elim x (fun _ => t)
      = Sum.elim (A *ᵥ x + t • b) (fun _ => star b ⬝ᵥ x + d * t) := by
  ext i
  rcases i with i | i <;>
    simp [bordered, mulVec, dotProduct, Fintype.sum_sum_type, mul_comm]
```

Taking the inner product with (x, t) after subtracting e(x, t) produces

⟨x, (A − e)x⟩ + t⟨x, b⟩ + t*⟨b, x⟩ + (d − e)|t|².

The two middle terms are complex conjugates, so the real part is

X_B(x, t) = X_A(x) + 2 Re(t⟨x, b⟩) + (d − e)|t|².

```lean
/-- The excess energy in the enlarged basis is the old excess plus a coupling term plus `(d - e)
|t|²`. -/
theorem excess_bordered (A : Matrix n n ℂ) (b x : n → ℂ) (d e : ℝ) (t : ℂ) :
    excess (bordered A b d) e (Sum.elim x (fun _ => t))
      = excess A e x + 2 * (t * (star x ⬝ᵥ b)).re + (d - e) * Complex.normSq t := by
  have split : star (Sum.elim x (fun _ : Unit => t)) ⬝ᵥ
      (Sum.elim (A *ᵥ x + t • b) (fun _ : Unit => star b ⬝ᵥ x + d * t)
        - (e : ℂ) • Sum.elim x (fun _ : Unit => t))
      = star x ⬝ᵥ (A *ᵥ x + t • b - (e : ℂ) • x)
        + star t * (star b ⬝ᵥ x + d * t - e * t) := by
    simp [dotProduct, Fintype.sum_sum_type]
  have h : A *ᵥ x + t • b - (e : ℂ) • x = (A *ᵥ x - (e : ℂ) • x) + t • b := by abel
  unfold excess
  rw [bordered_mulVec, split, h, dotProduct_add, dotProduct_smul, smul_eq_mul,
    Matrix.star_dotProduct b x]
  generalize star x ⬝ᵥ (A *ᵥ x - (e : ℂ) • x) = p
  generalize star x ⬝ᵥ b = q
  simp [Complex.normSq_apply]
  ring
```

Suppose that (A − e)y = b. Then (A − e)(x + ty) = (A − e)x + tb, and the exchange rule gives ⟨y, (A − e)x⟩ = ⟨x, b⟩*. Therefore

X_A(x + ty) = X_A(x) + 2 Re(t⟨x, b⟩) + |t|² X_A(y).

Subtracting this from the previous formula completes the square:

X_B(x, t) = X_A(x + ty) + (d − e − X_A(y))|t|².

In the proof, `hL` is the action of A − e on x + ty and `hs` is the exchange rule; `ring` finishes the comparison of real parts.

```lean
/-- For Hermitian `A` with `(A - e) y = b`, the excess energy in the enlarged basis is that of `x +
t y` in the old basis plus `(d - e - ⟨y, (A - e) y⟩) |t|²`. -/
theorem excess_complete_square {A : Matrix n n ℂ} (hA : A.IsHermitian) {b y : n → ℂ}
    {e : ℝ} (hy : A *ᵥ y - (e : ℂ) • y = b) (d : ℝ) (x : n → ℂ) (t : ℂ) :
    excess (bordered A b d) e (Sum.elim x (fun _ => t))
      = excess A e (x + t • y) + (d - e - excess A e y) * Complex.normSq t := by
  have hL : A *ᵥ (x + t • y) - (e : ℂ) • (x + t • y)
      = (A *ᵥ x - (e : ℂ) • x) + t • b := by
    rw [mulVec_add, mulVec_smul, ← hy]
    module
  have hs := hermitian_swap hA e y x
  rw [hy] at hs
  rw [excess_bordered]
  unfold excess
  rw [hL, hy]
  simp only [star_add, star_smul, add_dotProduct, smul_dotProduct, dotProduct_add,
    dotProduct_smul, smul_eq_mul]
  rw [hs]
  generalize star x ⬝ᵥ (A *ᵥ x - (e : ℂ) • x) = p
  generalize star x ⬝ᵥ b = q
  generalize star y ⬝ᵥ b = r
  simp [Complex.normSq_apply]
  ring
```

## Solving for y

Assume that X_B is never negative, and let Av = ev. Put c = ⟨v, b⟩ and try the vector (−kcv, 1) with k real. Its old part has zero excess, so

X_B(−kcv, 1) = −2k|c|² + (d − e).

If c ≠ 0, the choice k = (d − e + 1)/(2|c|²) makes this −1, a contradiction. Dividing by the squared norm 1 + k²|c|²⟨v, v⟩ gives the normalised value, which has the same sign. Hence ⟨v, b⟩ = 0.

```lean
/-- If no vector of the enlarged basis has negative excess energy, the new basis function is
uncoupled from every eigenvector of `A` with energy `e`. -/
theorem coupling_vanishes {A : Matrix n n ℂ} {b : n → ℂ} {d e : ℝ}
    (hB : ∀ z, 0 ≤ excess (bordered A b d) e z) {v : n → ℂ}
    (hv : A *ᵥ v = (e : ℂ) • v) : star v ⬝ᵥ b = 0 := by
  by_contra hc
  have hN : 0 < Complex.normSq (star v ⬝ᵥ b) := Complex.normSq_pos.2 hc
  -- a large admixture of `v` would make the excess negative
  have key : ∀ k : ℝ, 0 ≤ -2 * (k * Complex.normSq (star v ⬝ᵥ b)) + (d - e) := by
    intro k
    have h := hB (Sum.elim ((-(k : ℂ) * (star v ⬝ᵥ b)) • v) (fun _ => 1))
    have h0 : excess A e ((-(k : ℂ) * (star v ⬝ᵥ b)) • v) = 0 := by
      unfold excess
      rw [mulVec_smul, hv, smul_comm, sub_self, dotProduct_zero, Complex.zero_re]
    rw [excess_bordered, h0, star_smul, smul_dotProduct, smul_eq_mul] at h
    generalize star v ⬝ᵥ b = c at h ⊢
    have h1 : (1 * (star (-(k : ℂ) * c) * c)).re = -(k * Complex.normSq c) := by
      simp [Complex.normSq_apply]
      ring
    rw [h1, Complex.normSq_one] at h
    linarith
  have h := key ((d - e + 1) / 2 / Complex.normSq (star v ⬝ᵥ b))
  rw [div_mul_cancel₀ _ hN.ne'] at h
  linarith
```

Once b is orthogonal to every eigenvector at e, the equation (A − e)y = b is solved by

y = Σᵢ ⟨uᵢ, b⟩/(εᵢ − e) uᵢ,

where terms with εᵢ = e are left out, since b has no component along them. Lean keeps them in the sum as 0/0, which it evaluates to 0.

```lean
/-- For Hermitian `A`, the equation `(A - e) y = b` is solvable when `b` is orthogonal to
every eigenvector of `A` with energy `e`. -/
theorem exists_response {A : Matrix n n ℂ} (hA : A.IsHermitian) {b : n → ℂ} {e : ℝ}
    (h : ∀ v : n → ℂ, A *ᵥ v = (e : ℂ) • v → star v ⬝ᵥ b = 0) :
    ∃ y : n → ℂ, A *ᵥ y - (e : ℂ) • y = b := by
  obtain ⟨u, ε, hu, hx, hs⟩ := exists_energy_basis hA
  refine ⟨∑ i, ((star (u i) ⬝ᵥ b) / ((ε i : ℂ) - e)) • u i, ?_⟩
  refine (hs e (fun i => (star (u i) ⬝ᵥ b) / ((ε i : ℂ) - e))).trans (Eq.trans ?_ (hx b))
  refine Finset.sum_congr rfl fun i _ => ?_
  congr 1
  by_cases hi : (ε i : ℂ) - e = 0
  · have h2 := (hu i).2
    rw [sub_eq_zero.1 hi] at h2
    simp [h _ h2]
  · exact div_mul_cancel₀ _ hi
```

## The criterion

The theorem assumes that A is Hermitian (`hA`) and that e is its lowest eigenvalue (`he`). It states that e is also the lowest eigenvalue of B exactly when some y satisfies

(A − e)y = b  and  X_A(y) ≤ d − e.

Since A is Hermitian, ⟨y, (A − e)y⟩ is real and equals X_A(y).

For the forward direction, the two preceding lemmas supply y. The trial vector (−y, 1) removes the first term of the square, leaving

0 ≤ X_B(−y, 1) = d − e − X_A(y).

The normalised excess is this number divided by 1 + ⟨y, y⟩.

For the converse, both terms of the square are nonnegative, so X_B is too. An old ground vector v satisfies ⟨b, v⟩ = ⟨y, (A − e)v⟩ = 0, so B(v, 0) = e(v, 0), and e is still an eigenvalue. The variational principle for B then applies.

In a linear variational calculation with a finite orthonormal basis, the criterion identifies the single added functions that bring no gain in the lowest energy. It does not address excited levels or the size of a gain.

```lean
/-- For Hermitian `A` with lowest eigenvalue `e`, adding one basis function leaves the lowest
eigenvalue unchanged exactly when some `y` satisfies `(A - e) y = b` and `⟨y, (A - e) y⟩ ≤ d - e`.
-/
theorem lowest_unchanged_iff {A : Matrix n n ℂ} (hA : A.IsHermitian) {e : ℝ}
    (he : IsLowestEigenvalue A e) (b : n → ℂ) (d : ℝ) :
    IsLowestEigenvalue (bordered A b d) e ↔
      ∃ y : n → ℂ, A *ᵥ y - (e : ℂ) • y = b ∧ excess A e y ≤ d - e := by
  have hH : (bordered A b d).IsHermitian := by
    refine Matrix.IsHermitian.ext fun i j => ?_
    rcases i with i | i <;> rcases j with j | j
    · exact hA.apply i j
    · exact star_star (b i)
    · rfl
    · exact Complex.conj_ofReal d
  obtain ⟨⟨v, hv0, hv⟩, hpos⟩ := (lowest_iff hA e).1 he
  rw [lowest_iff hH]
  constructor
  · rintro ⟨-, hB⟩
    obtain ⟨y, hy⟩ := exists_response hA (fun w hw => coupling_vanishes hB hw)
    refine ⟨y, hy, ?_⟩
    -- the trial vector `(-y, 1)` isolates the second term of the square
    have h := hB (Sum.elim (-y) (fun _ => 1))
    have h0 : excess A e (-y + (1 : ℂ) • y) = 0 := by
      rw [one_smul, neg_add_cancel]
      simp [excess]
    rw [excess_complete_square hA hy, h0, Complex.normSq_one] at h
    linarith
  · rintro ⟨y, hy, hle⟩
    refine ⟨⟨Sum.elim v (fun _ => 0), fun h => hv0 ?_, ?_⟩, fun z => ?_⟩
    · ext i
      exact congrFun h (Sum.inl i)
    · -- the old ground vector does not couple to the new function
      have hb : star b ⬝ᵥ v = 0 := by
        rw [Matrix.star_dotProduct b v, ← hy, ← hermitian_swap hA e y v, hv, sub_self,
          dotProduct_zero]
      rw [bordered_mulVec, hb, hv]
      ext i
      rcases i with i | i <;> simp
    · have hz : z = Sum.elim (fun i => z (Sum.inl i)) (fun _ => z (Sum.inr ())) := by
        ext i
        rcases i with i | i <;> rfl
      rw [hz, excess_complete_square hA hy]
      exact add_nonneg (hpos _) (mul_nonneg (by linarith) (Complex.normSq_nonneg _))
```

## A threshold for three levels

Measure energies from the lower old level, in units of the gap between the two old levels. Then A = diag(0, 1) and e = 0. Let b = (0, β), so that the new function couples only to the upper level. With Lean's indices 0 and 1, the equation Ay = b fixes y₁ = β and leaves y₀ free. Since X_A(y) = |y₁|², the criterion becomes

|β|² ≤ d.

The proof computes this excess, confirms that 0 is the lowest eigenvalue of A, and applies the theorem, using y = (0, β) for the converse.

```lean
/-- For levels `0` and `1`, a new function at energy `d` coupled by `β` to the upper level
only leaves the lowest eigenvalue at `0` exactly when `|β|² ≤ d`. -/
theorem two_level_threshold (β : ℂ) (d : ℝ) :
    IsLowestEigenvalue (bordered !![0, 0; 0, 1] ![0, β] d) 0 ↔ Complex.normSq β ≤ d := by
  have hA : (!![0, 0; 0, 1] : Matrix (Fin 2) (Fin 2) ℂ).IsHermitian := by
    refine Matrix.IsHermitian.ext fun i j => ?_
    fin_cases i <;> fin_cases j <;> simp
  have hex : ∀ x : Fin 2 → ℂ, excess !![0, 0; 0, 1] 0 x = Complex.normSq (x 1) := by
    intro x
    simp [excess, dotProduct, Fin.sum_univ_two, Complex.normSq_apply]
  have he : IsLowestEigenvalue (!![0, 0; 0, 1] : Matrix (Fin 2) (Fin 2) ℂ) 0 := by
    refine (lowest_iff hA 0).2 ⟨⟨![1, 0], fun h => ?_, ?_⟩, fun x => ?_⟩
    · simpa using congrFun h 0
    · ext i
      fin_cases i <;> simp [mulVec, dotProduct, Fin.sum_univ_two]
    · rw [hex]
      exact Complex.normSq_nonneg _
  rw [lowest_unchanged_iff hA he]
  constructor
  · rintro ⟨y, hy, h⟩
    have h1 : y 1 = β := by
      simpa [mulVec, dotProduct, Fin.sum_univ_two] using congrFun hy 1
    rw [hex, h1] at h
    linarith
  · intro h
    refine ⟨![0, β], ?_, ?_⟩
    · ext i
      fin_cases i <;> simp
    · rw [hex]
      simpa using h

end

end BorderedGroundEnergy
```

```lean
#print axioms BorderedGroundEnergy.lowest_unchanged_iff
#print axioms BorderedGroundEnergy.two_level_threshold
```

```
'BorderedGroundEnergy.lowest_unchanged_iff' depends on axioms: [propext, Classical.choice, Quot.sound]
'BorderedGroundEnergy.two_level_threshold' depends on axioms: [propext, Classical.choice, Quot.sound]
```
